# For two single-orbital magnetic scatterers with spin-independent hopping, det(1 − t g) depends on the moment directions only through e₁·e₂

Each magnetic moment is modelled as a classical direction, a real vector $\mathbf e$ with $\mathbf e\cdot\mathbf e=1$, and each site carries one orbital with two spin states. The scatterer is then a 2 by 2 spin matrix $t=a+b\,\boldsymbol\sigma\cdot\mathbf e$ with complex numbers $a$ and $b$, and two sites joined by a hopping amplitude $g$ give a 4 by 4 determinant that can be evaluated in closed form.

```lean
import Mathlib

open Matrix

namespace SpinDependentTwoSiteScattering

noncomputable section

/-- The spin operator `σ·e` along a real vector `e`, in the basis of spin up and down along `z`. -/
def pauliDot (e : Fin 3 → ℝ) : Matrix (Fin 2) (Fin 2) ℂ :=
  !![(e 2 : ℂ), (e 0 : ℂ) - Complex.I * (e 1 : ℂ);
     (e 0 : ℂ) + Complex.I * (e 1 : ℂ), -(e 2 : ℂ)]

/-- The single-site scattering matrix `t = a + b σ·e` of a magnetic scatterer. -/
def spinT (a b : ℂ) (e : Fin 3 → ℝ) : Matrix (Fin 2) (Fin 2) ℂ :=
  a • (1 : Matrix (Fin 2) (Fin 2) ℂ) + b • pauliDot e

/-- The site-diagonal scattering matrix of two sites with spin matrices `t₁` and `t₂`. -/
def siteT (t₁ t₂ : Matrix (Fin 2) (Fin 2) ℂ) : Matrix (Fin 2 ⊕ Fin 2) (Fin 2 ⊕ Fin 2) ℂ :=
  fromBlocks t₁ 0 0 t₂

/-- Spin-independent hopping with amplitude `g` between the two sites. -/
def hopping (g : ℂ) : Matrix (Fin 2 ⊕ Fin 2) (Fin 2 ⊕ Fin 2) ℂ :=
  fromBlocks 0 (g • (1 : Matrix (Fin 2) (Fin 2) ℂ)) (g • (1 : Matrix (Fin 2) (Fin 2) ℂ)) 0

/-- The entries of the single-site scattering matrix. -/
theorem spinT_entries (a b : ℂ) (e : Fin 3 → ℝ) :
    spinT a b e = !![a + b * (e 2 : ℂ), b * ((e 0 : ℂ) - Complex.I * (e 1 : ℂ));
      b * ((e 0 : ℂ) + Complex.I * (e 1 : ℂ)), a - b * (e 2 : ℂ)] := by
  ext i j
  fin_cases i <;> fin_cases j <;> simp [spinT, pauliDot]
  ring

/-- For a unit vector `e`, the determinant of `a + b σ·e` is `a² - b²`. -/
theorem det_spinT (a b : ℂ) (e : Fin 3 → ℝ) (he : e ⬝ᵥ e = 1) :
    (spinT a b e).det = a ^ 2 - b ^ 2 := by
  have hr : e 0 ^ 2 + e 1 ^ 2 + e 2 ^ 2 = 1 := by
    simp only [dotProduct, Fin.sum_univ_three] at he
    linear_combination he
  have hc : (e 0 : ℂ) ^ 2 + (e 1 : ℂ) ^ 2 + (e 2 : ℂ) ^ 2 = 1 := by exact_mod_cast hr
  rw [spinT_entries, Matrix.det_fin_two_of]
  linear_combination (-b ^ 2) * hc + b ^ 2 * (e 1 : ℂ) ^ 2 * Complex.I_sq

/-- For a unit vector `e`, the eigenvalues of `a + b σ·e` are exactly `a + b` and `a - b`. -/
theorem spinT_eigenvalue_iff (a b z : ℂ) (e : Fin 3 → ℝ) (he : e ⬝ᵥ e = 1) :
    (∃ v : Fin 2 → ℂ, v ≠ 0 ∧ spinT a b e *ᵥ v = z • v) ↔ z = a + b ∨ z = a - b := by
  -- `z - t` is again of the form `a' + b' σ·e`
  have hz : spinT (z - a) (-b) e = z • (1 : Matrix (Fin 2) (Fin 2) ℂ) - spinT a b e := by
    unfold spinT
    module
  have key : (∃ v : Fin 2 → ℂ, v ≠ 0 ∧ spinT a b e *ᵥ v = z • v) ↔
      (spinT (z - a) (-b) e).det = 0 := by
    rw [← Matrix.exists_mulVec_eq_zero_iff]
    refine exists_congr fun v => and_congr_right fun _ => ?_
    rw [hz, Matrix.sub_mulVec, Matrix.smul_mulVec, Matrix.one_mulVec, sub_eq_zero]
    exact eq_comm
  have hf : (z - a) ^ 2 - (-b) ^ 2 = (z - (a + b)) * (z - (a - b)) := by ring
  rw [key, det_spinT _ _ e he, hf, mul_eq_zero, sub_eq_zero, sub_eq_zero]

/-- The spin trace of two successive scatterings is `2 (a₁a₂ + b₁b₂ e₁·e₂)`. -/
theorem trace_spinT_mul (a₁ b₁ a₂ b₂ : ℂ) (e₁ e₂ : Fin 3 → ℝ) :
    (spinT a₁ b₁ e₁ * spinT a₂ b₂ e₂).trace
      = 2 * (a₁ * a₂ + b₁ * b₂ * ((e₁ ⬝ᵥ e₂ : ℝ) : ℂ)) := by
  have hd : ((e₁ ⬝ᵥ e₂ : ℝ) : ℂ)
      = (e₁ 0 : ℂ) * (e₂ 0 : ℂ) + (e₁ 1 : ℂ) * (e₂ 1 : ℂ) + (e₁ 2 : ℂ) * (e₂ 2 : ℂ) := by
    simp [dotProduct, Fin.sum_univ_three]
  rw [hd, spinT_entries, spinT_entries, Matrix.mul_fin_two, Matrix.trace_fin_two_of]
  linear_combination (-2 * b₁ * b₂ * (e₁ 1 : ℂ) * (e₂ 1 : ℂ)) * Complex.I_sq

/-- For arbitrary spin matrices `t₁` and `t₂`, the two-site determinant is `1 - g² tr(t₂ t₁) + g⁴
det t₂ det t₁`. -/
theorem det_twoSite_roundTrip (t₁ t₂ : Matrix (Fin 2) (Fin 2) ℂ) (g : ℂ) :
    (1 - siteT t₁ t₂ * hopping g).det
      = 1 - g ^ 2 * (t₂ * t₁).trace + g ^ 4 * (t₂.det * t₁.det) := by
  have hb : 1 - siteT t₁ t₂ * hopping g = fromBlocks 1 (-(g • t₁)) (-(g • t₂)) 1 := by
    unfold siteT hopping
    rw [← Matrix.fromBlocks_one, Matrix.fromBlocks_multiply, sub_eq_add_neg,
      Matrix.fromBlocks_neg, Matrix.fromBlocks_add]
    simp
  have hm : -(g • t₂) * -(g • t₁) = g ^ 2 • (t₂ * t₁) := by
    simp [smul_smul, sq]
  -- the determinant of `1 - s M` for a 2 by 2 matrix `M`
  have h2 : ∀ (s : ℂ) (M : Matrix (Fin 2) (Fin 2) ℂ),
      (1 - s • M).det = 1 - s * M.trace + s ^ 2 * M.det := by
    intro s M
    rw [Matrix.det_fin_two, Matrix.det_fin_two, Matrix.trace_fin_two]
    simp only [Matrix.sub_apply, Matrix.smul_apply, smul_eq_mul, Matrix.one_apply_eq,
      Matrix.one_apply_ne (zero_ne_one : (0 : Fin 2) ≠ 1),
      Matrix.one_apply_ne (one_ne_zero : (1 : Fin 2) ≠ 0)]
    ring
  -- Schur complement with respect to the first site
  rw [hb, Matrix.det_fromBlocks_one₁₁, hm, h2, Matrix.det_mul]
  ring

/-- The determinant of `1 - t g` for two magnetic scatterers with moments along the unit
vectors `e₁` and `e₂` depends on these directions only through `e₁·e₂`. -/
theorem det_twoSite (a₁ b₁ a₂ b₂ g : ℂ) (e₁ e₂ : Fin 3 → ℝ)
    (h₁ : e₁ ⬝ᵥ e₁ = 1) (h₂ : e₂ ⬝ᵥ e₂ = 1) :
    (1 - siteT (spinT a₁ b₁ e₁) (spinT a₂ b₂ e₂) * hopping g).det
      = 1 - 2 * g ^ 2 * (a₁ * a₂ + b₁ * b₂ * ((e₁ ⬝ᵥ e₂ : ℝ) : ℂ))
        + g ^ 4 * (a₁ ^ 2 - b₁ ^ 2) * (a₂ ^ 2 - b₂ ^ 2) := by
  rw [det_twoSite_roundTrip, trace_spinT_mul, det_spinT _ _ _ h₁, det_spinT _ _ _ h₂,
    dotProduct_comm e₂ e₁]
  ring

/-- For parallel moments the determinant is a product of two factors, each pairing
equal spin channels `a + b` or `a - b` on the two sites. -/
theorem det_twoSite_parallel (a₁ b₁ a₂ b₂ g : ℂ) (e : Fin 3 → ℝ) (he : e ⬝ᵥ e = 1) :
    (1 - siteT (spinT a₁ b₁ e) (spinT a₂ b₂ e) * hopping g).det
      = (1 - g ^ 2 * (a₁ + b₁) * (a₂ + b₂)) * (1 - g ^ 2 * (a₁ - b₁) * (a₂ - b₂)) := by
  rw [det_twoSite _ _ _ _ _ _ _ he he, he, Complex.ofReal_one]
  ring

/-- For antiparallel moments the determinant is a product of two factors, each pairing
the channel `a + b` on one site with `a - b` on the other. -/
theorem det_twoSite_antiparallel (a₁ b₁ a₂ b₂ g : ℂ) (e : Fin 3 → ℝ) (he : e ⬝ᵥ e = 1) :
    (1 - siteT (spinT a₁ b₁ e) (spinT a₂ b₂ (-e)) * hopping g).det
      = (1 - g ^ 2 * (a₁ + b₁) * (a₂ - b₂)) * (1 - g ^ 2 * (a₁ - b₁) * (a₂ + b₂)) := by
  have hn : (-e) ⬝ᵥ (-e) = 1 := by rw [neg_dotProduct, dotProduct_neg, neg_neg, he]
  rw [det_twoSite _ _ _ _ _ _ _ he hn, dotProduct_neg, he, Complex.ofReal_neg,
    Complex.ofReal_one]
  ring

/-- Rotating the moments from `e₁, e₂` to `f₁, f₂` changes the two-site determinant by
`2 g² b₁ b₂ (e₁·e₂ - f₁·f₂)`. -/
theorem det_twoSite_rotation (a₁ b₁ a₂ b₂ g : ℂ) (e₁ e₂ f₁ f₂ : Fin 3 → ℝ)
    (he₁ : e₁ ⬝ᵥ e₁ = 1) (he₂ : e₂ ⬝ᵥ e₂ = 1) (hf₁ : f₁ ⬝ᵥ f₁ = 1) (hf₂ : f₂ ⬝ᵥ f₂ = 1) :
    (1 - siteT (spinT a₁ b₁ f₁) (spinT a₂ b₂ f₂) * hopping g).det
      - (1 - siteT (spinT a₁ b₁ e₁) (spinT a₂ b₂ e₂) * hopping g).det
      = 2 * g ^ 2 * b₁ * b₂ * (((e₁ ⬝ᵥ e₂ : ℝ) : ℂ) - ((f₁ ⬝ᵥ f₂ : ℝ) : ℂ)) := by
  rw [det_twoSite _ _ _ _ _ _ _ hf₁ hf₂, det_twoSite _ _ _ _ _ _ _ he₁ he₂]
  ring

end

end SpinDependentTwoSiteScattering
```

```lean
#print axioms SpinDependentTwoSiteScattering.det_twoSite
#print axioms SpinDependentTwoSiteScattering.det_twoSite_parallel
#print axioms SpinDependentTwoSiteScattering.det_twoSite_antiparallel
#print axioms SpinDependentTwoSiteScattering.det_twoSite_rotation
```

```
'SpinDependentTwoSiteScattering.det_twoSite' depends on axioms: [propext, Classical.choice, Quot.sound]
'SpinDependentTwoSiteScattering.det_twoSite_parallel' depends on axioms: [propext, Classical.choice, Quot.sound]
'SpinDependentTwoSiteScattering.det_twoSite_antiparallel' depends on axioms: [propext, Classical.choice, Quot.sound]
'SpinDependentTwoSiteScattering.det_twoSite_rotation' depends on axioms: [propext, Classical.choice, Quot.sound]
```

## Sites, spins and the matrix 1 − t g

The components $(e_x,e_y,e_z)$ of $\mathbf e$ are `e 0`, `e 1` and `e 2`. The matrix `pauliDot e` is $\boldsymbol\sigma\cdot\mathbf e$ in the basis of spin up and down along $z$, and `spinT a b e` is $t$. The index type `Fin 2 ⊕ Fin 2` labels the four states: the summand gives the site and the element of `Fin 2` gives the spin. In this basis

$$
\texttt{siteT}=\begin{pmatrix}t_1&0\\0&t_2\end{pmatrix},\qquad
\texttt{hopping}=\begin{pmatrix}0&g\\g&0\end{pmatrix},
$$

where each $g$ multiplies the 2 by 2 identity. Hopping therefore conserves spin and has the same amplitude in both directions. In the product $tg$, the letters $t$ and $g$ stand for these two 4 by 4 matrices; elsewhere $t$ is the 2 by 2 matrix of one scatterer and $g$ is the hopping amplitude.

The theorem `spinT_eigenvalue_iff` says that a nonzero $v$ with $tv=zv$ exists exactly when $z=a+b$ or $z=a-b$. The main theorem, `det_twoSite`, says that for unit vectors $\mathbf e_1,\mathbf e_2$

$$
\det(1-tg)=1-2g^2(a_1a_2+b_1b_2\,\mathbf e_1\cdot\mathbf e_2)+g^4(a_1^2-b_1^2)(a_2^2-b_2^2).
$$

The numbers $a_i$, $b_i$ and $g$ are arbitrary complex inputs, to be read as values at one energy. They are not derived from a potential, and no unitarity condition is imposed on them. Spin-orbit coupling and higher angular momenta are absent.

For this non-interacting two-site model, the formula shows how non-collinear magnetism enters a multiple-scattering calculation: at an energy where $t$ and $g$ are finite, a zero of the determinant signals a nonzero solution of $\psi=tg\psi$, that is, scattered waves that sustain each other without an incoming wave. As a function of energy, such zeros can move when the angle between the moments changes, but not when both moments are rotated together.

## One scatterer

Written out, the scattering matrix is

$$
t=\begin{pmatrix}a+be_z&b(e_x-ie_y)\\b(e_x+ie_y)&a-be_z\end{pmatrix},
$$

which is `spinT_entries`. Its determinant is

$$
\det t=a^2-b^2e_z^2-b^2(e_x^2+e_y^2)=a^2-b^2 .
$$

The last equality uses $|\mathbf e|=1$. In `det_spinT` the unit condition is first carried from the real to the complex numbers, and `linear_combination` then combines it with $i^2=-1$.

For the eigenvalues, note that $z-t=(z-a)+(-b)\,\boldsymbol\sigma\cdot\mathbf e$ has the same form as $t$. The determinant formula applies to it directly:

$$
\det(z-t)=(z-a)^2-b^2=(z-a-b)(z-a+b).
$$

A nonzero vector annihilated by $z-t$ exists exactly when this vanishes. The Lean proof follows the same route: `hz` is the rewriting of $z-t$, `key` turns the eigenvector condition into a zero determinant, and `hf` is the factorisation. If $b=0$ the two values coincide.

## The round trip between two sites

The directions enter through the trace of two successive scatterings. Multiplying the explicit matrices and adding the diagonal entries gives

$$
\begin{aligned}
\operatorname{tr}(t_1t_2)={}&(a_1+b_1e_{1z})(a_2+b_2e_{2z})+(a_1-b_1e_{1z})(a_2-b_2e_{2z})\\
&+b_1b_2\big[(e_{1x}-ie_{1y})(e_{2x}+ie_{2y})+(e_{1x}+ie_{1y})(e_{2x}-ie_{2y})\big].
\end{aligned}
$$

The first line is $2a_1a_2+2b_1b_2e_{1z}e_{2z}$, and the second is $2b_1b_2(e_{1x}e_{2x}+e_{1y}e_{2y})$. Their sum is $2(a_1a_2+b_1b_2\,\mathbf e_1\cdot\mathbf e_2)$, as in `trace_spinT_mul`. This step does not need unit vectors.

For the 4 by 4 determinant, block multiplication gives

$$
1-tg=\begin{pmatrix}1&-gt_1\\-gt_2&1\end{pmatrix}.
$$

Adding $gt_2$ times the first block row to the second leaves the determinant unchanged and produces

$$
\begin{pmatrix}1&-gt_1\\0&1-g^2t_2t_1\end{pmatrix},
\qquad\text{so}\qquad \det(1-tg)=\det(1-g^2t_2t_1).
$$

The product $g^2t_2t_1$ describes scattering at site 1, hopping to site 2, scattering there and hopping back. For any 2 by 2 matrix $M$ with indices 0 and 1,

$$
\det(1-sM)=(1-sM_{00})(1-sM_{11})-s^2M_{01}M_{10}=1-s\operatorname{tr}M+s^2\det M .
$$

Setting $s=g^2$ and $M=t_2t_1$ gives `det_twoSite_roundTrip`, which holds for arbitrary spin matrices. There `hb` is the block form, `det_fromBlocks_one₁₁` is the elimination, and `h2` is the 2 by 2 identity. Inserting the trace and $\det t_i=a_i^2-b_i^2$ yields `det_twoSite`.

## Parallel, antiparallel and rotated moments

For $\mathbf e_1=\mathbf e_2$ the identity $2(a_1a_2+b_1b_2)=(a_1+b_1)(a_2+b_2)+(a_1-b_1)(a_2-b_2)$ factorises the determinant:

$$
\big[1-g^2(a_1+b_1)(a_2+b_2)\big]\big[1-g^2(a_1-b_1)(a_2-b_2)\big].
$$

Reversing $\mathbf e_2$ has the same effect as replacing $b_2$ by $-b_2$, so each factor then pairs opposite channels. When the moments turn from $\mathbf e_1,\mathbf e_2$ to $\mathbf f_1,\mathbf f_2$, only the trace term changes, and the new determinant minus the old one is $2g^2b_1b_2(\mathbf e_1\cdot\mathbf e_2-\mathbf f_1\cdot\mathbf f_2)$.

## Vectors that are not normalised

Take $\mathbf e_1=\mathbf e_2=0$, $a_1=a_2=0$ and $b_1=b_2=1$. Both scattering matrices vanish, so their only eigenvalue is $0$, not $\pm1$. The true determinant is $1$, whereas the formula would give $1+g^4$, which is wrong for every $g\neq0$.

## From spin channels to a numerical determinant

In a calculation, one can solve the single-site problem with the spin axis along the local moment, which gives two amplitudes $t_\uparrow$ and $t_\downarrow$. Then $a=(t_\uparrow+t_\downarrow)/2$ and $b=(t_\uparrow-t_\downarrow)/2$, and $a+b\,\boldsymbol\sigma\cdot\mathbf e$ is the same scatterer in the common spin frame. For this single-orbital model, a code can assemble $1-tg$ from such blocks at each energy and obtain its determinant from an LU factorisation. Lloyd's formula for the integrated density of states uses the logarithm of this determinant, and the logarithm is in general not linear in $\mathbf e_1\cdot\mathbf e_2$.
